# For operators on infinite sequences, the matrix Dyson equation does not imply the Keldysh equation

The Keldysh equation gives the Keldysh component of a Green function as G^K = (1 + G^R Σ^R) g^K (1 + Σ^A G^A) + G^R Σ^K G^A, and the theorem shows by example that it can fail although the matrix Dyson equation G = g + g Σ G holds. The components are linear operators on the space of all real sequences, built from `lower`, which drops the first entry, and `raise`, which puts a zero in front; they are an algebraic example, with no Hamiltonian behind them. Here g^K and Σ^K are zero, so the Keldysh equation would give G^K = 0, but G^K is `1 - raise * lower`, which keeps the first entry of a sequence and sets the rest to zero. The proof splits the Dyson equation into its retarded, Keldysh and advanced components, derives the first two from `lower * raise = 1`, and refutes the Keldysh equation by applying both sides to the constant sequence 1.

As first written in Lean, the proof fails:

```lean
import Mathlib

namespace KeldyshEquationFailsForShifts

variable {𝓐 : Type*} [Ring 𝓐]

/-- The Keldysh matrix with retarded component `r`, Keldysh component `k` and advanced
component `a`. -/
def keldyshMatrix (r k a : 𝓐) : Matrix (Fin 2) (Fin 2) 𝓐 := !![r, k; 0, a]

/-- Langreth rule: retarded and advanced components multiply separately, and the Keldysh
component of a product is `r k' + k a'`. -/
theorem keldyshMatrix_mul (r k a r' k' a' : 𝓐) :
    keldyshMatrix r k a * keldyshMatrix r' k' a' =
      keldyshMatrix (r * r') (r * k' + k * a') (a * a') := by
  ext i j
  fin_cases i <;> fin_cases j <;>
    simp [keldyshMatrix, Matrix.mul_apply, Fin.sum_univ_two]

/-- The matrix Dyson equation `G = g + g S G` is equivalent to its retarded, Keldysh and
advanced component equations. -/
theorem dyson_iff_components {gR gK gA SR SK SA GR GK GA : 𝓐} :
    keldyshMatrix GR GK GA = keldyshMatrix gR gK gA +
        keldyshMatrix gR gK gA * keldyshMatrix SR SK SA * keldyshMatrix GR GK GA ↔
      GR = gR + gR * SR * GR ∧
      GK = gK + (gR * SR * GK + (gR * SK + gK * SA) * GA) ∧
      GA = gA + gA * SA * GA := by
  have hsum : ∀ r k a r' k' a' : 𝓐, keldyshMatrix r k a + keldyshMatrix r' k' a' =
      keldyshMatrix (r + r') (k + k') (a + a') := by
    intro r k a r' k' a'
    ext i j
    fin_cases i <;> fin_cases j <;> simp [keldyshMatrix]
  rw [keldyshMatrix_mul, keldyshMatrix_mul, hsum]
  constructor
  · intro h
    exact ⟨congrFun (congrFun h 0) 0, congrFun (congrFun h 0) 1, congrFun (congrFun h 1) 1⟩
  · rintro ⟨h1, h2, h3⟩
    exact congr (congr (congrArg keldyshMatrix h1) h2) h3

/-- The shift of a real sequence that drops its first entry. -/
def lower : Module.End ℝ (ℕ → ℝ) where
  toFun f n := f (n + 1)
  map_add' _ _ := rfl
  map_smul' _ _ := rfl

/-- The shift of a real sequence that puts a zero in front. -/
def raise : Module.End ℝ (ℕ → ℝ) where
  toFun f n := if n = 0 then 0 else f (n - 1)
  map_add' f g := by
    funext n
    by_cases h : n = 0 <;> simp [h]
  map_smul' c f := by
    funext n
    by_cases h : n = 0 <;> simp [h]

/-- For shift operators on sequences the matrix Dyson equation can hold while the Keldysh
equation fails. -/
theorem keldysh_equation_fails_for_shifts :
    keldyshMatrix (raise - 1) (1 - raise * lower) 0 = keldyshMatrix (1 - lower) 0 0 +
        keldyshMatrix (1 - lower) 0 0 * keldyshMatrix 1 0 0 *
          keldyshMatrix (raise - 1) (1 - raise * lower) 0 ∧
      1 - raise * lower ≠
        (1 + (raise - 1) * 1) * 0 * (1 + 0 * 0) + (raise - 1) * 0 * 0 := by
  have h : lower * raise = 1 :=
    LinearMap.ext fun f => funext fun n => by simp [lower, raise]
  refine ⟨dyson_iff_components.2 ⟨?_, ?_, ?_⟩, ?_⟩
  · linear_combination (norm := noncomm_ring) h
  · linear_combination (norm := noncomm_ring) -(h * lower)
  · simp
  · -- the constant sequence tells the two sides apart at its first entry
    intro h0
    have h1 := congrFun (LinearMap.congr_fun h0 (fun _ => (1 : ℝ))) 0
    simp [raise, lower] at h1

end KeldyshEquationFailsForShifts
```

Compiling this gives:

```
Main.lean:67:2: error: unsolved goals
case a
h : lower * raise = 1
⊢ lower + (-1 • (-1 • lower * raise) + (-1 • (-1 • lower * -1 • 1) + -1 • (lower * raise))) = 0
Main.lean:68:2: error: unsolved goals
case a
h : lower * raise = 1
⊢ lower * (raise * lower) + -1 • (-1 • lower * -1 • (raise * lower)) = 0
```

Diagnosis. Both errors are goals that `noncomm_ring` left open when called by `linear_combination`, in the retarded and the Keldysh component. The coefficients `h` and `-(h * lower)` were right, since each remaining goal is a true identity whose terms cancel. But factors `-1 •` are still inside products, as in `-1 • lower * -1 • 1`, so the normal form did not show the cancellation.

The repair expands the products with `sub_mul` and `mul_sub`, which keep subtraction as it is, and removes the factors 1. In the retarded component `simp only` also rewrites `lower * raise` to 1 by `h`, and `abel` settles the sums and differences that remain.

In the Keldysh component the expansion gives `lower * (raise * lower)`, where `lower * raise` is not a subterm, so `h` cannot rewrite it. The new fact `h2` regroups the product and shows that it equals `lower`. With `h2` and the lemmas that clear the zero terms, `abel` can finish here too.

The mended proof, as a diff:

```diff
@@ -65,6 +65,9 @@
     LinearMap.ext fun f => funext fun n => by simp [lower, raise]
   refine ⟨dyson_iff_components.2 ⟨?_, ?_, ?_⟩, ?_⟩
-  · linear_combination (norm := noncomm_ring) h
-  · linear_combination (norm := noncomm_ring) -(h * lower)
+  · simp only [mul_one, one_mul, sub_mul, mul_sub, h]
+    abel
+  · have h2 : lower * (raise * lower) = lower := by rw [← mul_assoc, h, one_mul]
+    simp only [mul_one, one_mul, mul_zero, zero_add, add_zero, sub_mul, mul_sub, h2]
+    abel
   · simp
   · -- the constant sequence tells the two sides apart at its first entry
```
